# At nonzero distance, VV10-like damping lies below the Becke–Johnson form with the same short-range limit

**A:** Let $R$ be the distance between two points and $b>0$ a squared length, and put
$$f(R)=\left(\frac{R^2}{R^2+b}\right)^3,\qquad h(R)=\frac{R^6}{R^6+b^3}.$$
Then $f(R)<h(R)$ for every $R>0$. Both $f/R^6$ and $h/R^6$ tend to $1/b^3$ as $R\to0$. As $R\to\infty$, $R^2(1-f)$ tends to $3b$, while $R^2(1-h)$ tends to $0$. So the two dampings have the same leading behaviour as $R\to0$, but $f$ approaches $1$ much more slowly at large $R$.

**Q:** That is a statement about two rational functions. Where is VV10?

**A:** In the pair kernel. Give each point a positive frequency, $\omega$ or $\omega'$, and a positive constant, $\kappa$ or $\kappa'$. With $g=\omega R^2+\kappa$ and $g'=\omega'R^2+\kappa'$, the kernel is
$$\Phi=-\frac{3}{2\,g\,g'\,(g+g')}.$$
The frequency stands for the local response of the electron density and sets the strength of the attraction at large distance; $\kappa$ keeps the kernel finite when the points meet. The file starts with this kernel.

```lean
import Mathlib

open Filter Topology

namespace VV10Damping

noncomputable section

/-- The VV10 pair kernel at distance `R`, with `g = ω R² + κ` at one point and
`g' = ω' R² + κ'` at the other. -/
def vv10Kernel (ω κ ω' κ' R : ℝ) : ℝ :=
  -3 / (2 * (ω * R ^ 2 + κ) * (ω' * R ^ 2 + κ') * ((ω * R ^ 2 + κ) + (ω' * R ^ 2 + κ')))
```

If both $\kappa$ and $\kappa'$ are dropped, what remains is $-C_6/R^6$ with $C_6=3/\bigl(2\omega\omega'(\omega+\omega')\bigr)$. This is the coefficient for a pair of points, before any weighting by densities.

```lean
/-- The coefficient of the undamped `-1/R⁶` attraction between two points with
frequencies `ω` and `ω'`. -/
def pairC6 (ω ω' : ℝ) : ℝ := 3 / (2 * ω * ω' * (ω + ω'))
```

**Q:** And the damping function?

**A:** Take a frequency out of each factor:
$$g=\omega(R^2+a),\quad g'=\omega'(R^2+b),\quad g+g'=(\omega+\omega')(R^2+c),$$
where $a=\kappa/\omega$, $b=\kappa'/\omega'$ and $c=(\kappa+\kappa')/(\omega+\omega')$ are squared lengths. Hence, for $R\neq0$,
$$\Phi=-\frac{C_6}{(R^2+a)(R^2+b)(R^2+c)}=-\frac{C_6}{R^6}\cdot\frac{R^2}{R^2+a}\cdot\frac{R^2}{R^2+b}\cdot\frac{R^2}{R^2+c}.$$
The last three factors form `vvDamping a b c R`. If the two points have the same ratio $\kappa/\omega$, then $a=b=c$ and the product is the $f$ above.

```lean
/-- The VV10-like damping function: a product of three factors `R²/(R² + length²)`. -/
def vvDamping (a b c R : ℝ) : ℝ :=
  R ^ 2 / (R ^ 2 + a) * (R ^ 2 / (R ^ 2 + b)) * (R ^ 2 / (R ^ 2 + c))
```

The competitor is `bjDamping s R`. Its parameter $s$ is the sixth power of a damping radius, so $s=b^3$ means a radius $\sqrt b$.

```lean
/-- The Becke-Johnson damping function `R⁶/(R⁶ + s)`. -/
def bjDamping (s R : ℝ) : ℝ := R ^ 6 / (R ^ 6 + s)
```

The factorisation takes two lemmas. The first merges the three fractions into one. In the second, `e1`, `e2` and `e3` are the three extractions of a frequency, and `field_simp` clears the remaining denominators.

```lean
/-- The VV10-like damping written as a single fraction. -/
theorem vvDamping_eq (a b c R : ℝ) :
    vvDamping a b c R = R ^ 6 / ((R ^ 2 + a) * (R ^ 2 + b) * (R ^ 2 + c)) := by
  unfold vvDamping
  rw [div_mul_div_comm, div_mul_div_comm]
  congr 1
  ring

/-- At nonzero distance the VV10 kernel is the London term `-C₆/R⁶` multiplied by a
VV10-like damping function. -/
theorem vv10Kernel_eq_damped {ω κ ω' κ' R : ℝ} (hω : 0 < ω) (hκ : 0 < κ)
    (hω' : 0 < ω') (hκ' : 0 < κ') (hR : R ≠ 0) :
    vv10Kernel ω κ ω' κ' R = -(pairC6 ω ω' / R ^ 6) *
      vvDamping (κ / ω) (κ' / ω') ((κ + κ') / (ω + ω')) R := by
  have hs : 0 < ω + ω' := by positivity
  have h1 : ω * R ^ 2 + κ ≠ 0 := by positivity
  have h2 : ω' * R ^ 2 + κ' ≠ 0 := by positivity
  have h3 : (ω + ω') * R ^ 2 + (κ + κ') ≠ 0 := by positivity
  -- each factor of the kernel is a frequency times `R²` plus a squared length
  have e1 : R ^ 2 + κ / ω = (ω * R ^ 2 + κ) / ω := by field_simp
  have e2 : R ^ 2 + κ' / ω' = (ω' * R ^ 2 + κ') / ω' := by field_simp
  have e3 : R ^ 2 + (κ + κ') / (ω + ω') = ((ω + ω') * R ^ 2 + (κ + κ')) / (ω + ω') := by
    field_simp
  have e4 : (ω * R ^ 2 + κ) + (ω' * R ^ 2 + κ') = (ω + ω') * R ^ 2 + (κ + κ') := by ring
  rw [vvDamping_eq, e1, e2, e3]
  unfold vv10Kernel pairC6
  rw [e4]
  field_simp
```

**Q:** Why should $f$ be smaller than $h$? They look alike.

**A:** They have the same numerator, so compare denominators:
$$(R^2+a)(R^2+b)(R^2+c)=R^6+abc+(a+b+c)R^4+(ab+bc+ca)R^2.$$
The Becke–Johnson denominator with $s=abc$ contains only the first two terms. The cross terms are positive, so the VV10-like denominator is larger and the fraction is smaller. In the proof `hx` records the sign of the cross terms, `div_lt_div_of_pos_left` reduces the claim to the denominators, and `ring` supplies the expansion.

```lean
/-- At every nonzero distance the VV10-like damping function is strictly smaller than the
Becke-Johnson one with `s = abc`. -/
theorem vvDamping_lt_bjDamping {a b c R : ℝ} (ha : 0 < a) (hb : 0 < b) (hc : 0 < c)
    (hR : R ≠ 0) : vvDamping a b c R < bjDamping (a * b * c) R := by
  rw [vvDamping_eq]
  unfold bjDamping
  -- the cross terms of the product are positive
  have hx : 0 < (R ^ 2) ^ 2 * (a + b + c) + R ^ 2 * (a * b + b * c + c * a) := by positivity
  apply div_lt_div_of_pos_left
  · positivity
  · positivity
  · linarith [show (R ^ 2 + a) * (R ^ 2 + b) * (R ^ 2 + c) = R ^ 6 + a * b * c +
      ((R ^ 2) ^ 2 * (a + b + c) + R ^ 2 * (a * b + b * c + c * a)) by ring]
```

**Q:** Does positivity matter, or is it there for comfort?

**A:** It matters. For $b=0$ both functions equal $1$ at every $R>0$, and the strict inequality fails. For $b=-1$ and $R=2$ it is reversed: $f=(4/3)^3=64/27$, while $h=64/63$. The condition $R\ne0$ is needed too, since for $b>0$ both functions vanish at $R=0$.

**Q:** You matched the two forms by choosing $s=abc$. What does that choice fix?

**A:** The short-range limit. Dividing by $R^6$ cancels the numerators:
$$\frac{1}{(R^2+a)(R^2+b)(R^2+c)}\to\frac1{abc},\qquad \frac{1}{R^6+abc}\to\frac1{abc}\qquad(R\to0).$$
For a given $C_6$, the two damped attractions therefore reach the same finite depth, $-C_6/(abc)$.

The Lean filter `𝓝[≠] 0` means that $R$ approaches zero from either side without being zero, so the quotient $0/0$ at the origin plays no part. Each half of the proof shows that the cancelled expression is continuous at zero, then uses `congr'` to carry its limit over to the original quotient, which agrees with it wherever $R\neq0$.

```lean
/-- Divided by `R⁶`, the VV10-like and the Becke-Johnson damping functions have the same
finite limit `1/(abc)` as the distance tends to zero. -/
theorem tendsto_contact {a b c : ℝ} (ha : 0 < a) (hb : 0 < b) (hc : 0 < c) :
    Tendsto (fun R => vvDamping a b c R / R ^ 6) (𝓝[≠] 0) (𝓝 (1 / (a * b * c))) ∧
    Tendsto (fun R => bjDamping (a * b * c) R / R ^ 6) (𝓝[≠] 0) (𝓝 (1 / (a * b * c))) := by
  constructor
  · have hF : Tendsto (fun R : ℝ => 1 / ((R ^ 2 + a) * (R ^ 2 + b) * (R ^ 2 + c)))
        (𝓝 0) (𝓝 (1 / (a * b * c))) := by
      have h : ContinuousAt
          (fun R : ℝ => 1 / ((R ^ 2 + a) * (R ^ 2 + b) * (R ^ 2 + c))) 0 :=
        ContinuousAt.div (by fun_prop) (by fun_prop) (by positivity)
      convert h.tendsto using 2
      simp
    refine (hF.mono_left nhdsWithin_le_nhds).congr' ?_
    filter_upwards [self_mem_nhdsWithin] with R hR
    have hR0 : R ≠ 0 := hR
    rw [vvDamping_eq, div_right_comm, div_self (pow_ne_zero 6 hR0)]
  · have hF : Tendsto (fun R : ℝ => 1 / (R ^ 6 + a * b * c))
        (𝓝 0) (𝓝 (1 / (a * b * c))) := by
      have h : ContinuousAt (fun R : ℝ => 1 / (R ^ 6 + a * b * c)) 0 :=
        ContinuousAt.div (by fun_prop) (by fun_prop) (by positivity)
      convert h.tendsto using 2
      simp
    refine (hF.mono_left nhdsWithin_le_nhds).congr' ?_
    filter_upwards [self_mem_nhdsWithin] with R hR
    have hR0 : R ≠ 0 := hR
    unfold bjDamping
    rw [div_right_comm, div_self (pow_ne_zero 6 hR0)]
```

**Q:** Now the large distances. Where does $3b$ come from?

**A:** From the cross terms again. Subtracting the fraction from one gives
$$1-\frac{R^6}{(R^2+a)(R^2+b)(R^2+c)}=\frac{(a+b+c)R^4+(ab+bc+ca)R^2+abc}{(R^2+a)(R^2+b)(R^2+c)}.$$
Multiply by $R^2$, divide numerator and denominator by $R^6$, and write $u=1/R^2$:
$$\frac{(a+b+c)+(ab+bc+ca)u+abc\,u^2}{(1+au)(1+bu)(1+cu)}.$$
This is continuous at $u=0$ with value $a+b+c$, which is $3b$ when the three parameters are equal. The Lean proof has the same shape: a lemma that $u\to0$, continuity at $u=0$ in `hF`, and the algebra that returns to $R$.

```lean
/-- The inverse squared distance tends to zero at large separation. -/
theorem tendsto_inv_sq : Tendsto (fun R : ℝ => (R ^ 2)⁻¹) atTop (𝓝 0) :=
  tendsto_inv_atTop_zero.comp (tendsto_pow_atTop two_ne_zero)

/-- At large distance the VV10-like damping function approaches one with a deviation
`(a + b + c)/R²` to leading order. -/
theorem vvDamping_tail {a b c : ℝ} (ha : 0 < a) (hb : 0 < b) (hc : 0 < c) :
    Tendsto (fun R => R ^ 2 * (1 - vvDamping a b c R)) atTop (𝓝 (a + b + c)) := by
  -- in the variable `u = 1/R²` the expression is continuous at `u = 0`
  have hF : Tendsto (fun u : ℝ => (a + b + c + (a * b + b * c + c * a) * u + a * b * c * u ^ 2) /
      ((1 + a * u) * (1 + b * u) * (1 + c * u))) (𝓝 0) (𝓝 (a + b + c)) := by
    have h : ContinuousAt (fun u : ℝ =>
        (a + b + c + (a * b + b * c + c * a) * u + a * b * c * u ^ 2) /
        ((1 + a * u) * (1 + b * u) * (1 + c * u))) 0 :=
      ContinuousAt.div (by fun_prop) (by fun_prop) (by simp)
    convert h.tendsto using 2
    simp
  refine (hF.comp tendsto_inv_sq).congr' ?_
  filter_upwards [eventually_gt_atTop (0 : ℝ)] with R hR
  have e : ∀ x : ℝ, 1 + x * (R ^ 2)⁻¹ = (R ^ 2 + x) / R ^ 2 := fun x => by field_simp
  have h1 : R ^ 2 + a ≠ 0 := by positivity
  have h2 : R ^ 2 + b ≠ 0 := by positivity
  have h3 : R ^ 2 + c ≠ 0 := by positivity
  simp only [Function.comp_apply]
  rw [vvDamping_eq, e a, e b, e c]
  field_simp
  ring
```

For the Becke–Johnson form, $1-R^6/(R^6+s)=s/(R^6+s)$, so
$$R^6\left(1-\frac{R^6}{R^6+s}\right)=\frac{s}{1+su^3}\to s.$$
Multiplying by $u^2=1/R^4$ turns the prefactor $R^6$ into $R^2$ and sends the limit to $0\cdot s=0$. The lemma proves the two limits in that order.

```lean
/-- At large distance the Becke-Johnson damping function approaches one with a deviation
`s/R⁶` to leading order, so that the deviation times `R²` vanishes. -/
theorem bjDamping_tail {s : ℝ} (hs : 0 < s) :
    Tendsto (fun R => R ^ 6 * (1 - bjDamping s R)) atTop (𝓝 s) ∧
    Tendsto (fun R => R ^ 2 * (1 - bjDamping s R)) atTop (𝓝 0) := by
  have h1 : Tendsto (fun R => R ^ 6 * (1 - bjDamping s R)) atTop (𝓝 s) := by
    have hF : Tendsto (fun u : ℝ => s / (1 + s * u ^ 3)) (𝓝 0) (𝓝 s) := by
      have h : ContinuousAt (fun u : ℝ => s / (1 + s * u ^ 3)) 0 :=
        ContinuousAt.div (by fun_prop) (by fun_prop) (by simp)
      convert h.tendsto using 2
      simp
    refine (hF.comp tendsto_inv_sq).congr' ?_
    filter_upwards [eventually_gt_atTop (0 : ℝ)] with R hR
    have e : 1 + s * ((R ^ 2)⁻¹) ^ 3 = (R ^ 6 + s) / R ^ 6 := by field_simp
    have h2 : R ^ 6 + s ≠ 0 := by positivity
    simp only [Function.comp_apply]
    rw [e]
    unfold bjDamping
    field_simp
    ring
  refine ⟨h1, ?_⟩
  -- multiply the first limit by `1/R⁴`
  have h2 := (tendsto_inv_sq.pow 2).mul h1
  rw [zero_pow two_ne_zero, zero_mul] at h2
  refine h2.congr' ?_
  filter_upwards [eventually_gt_atTop (0 : ℝ)] with R hR
  have e : ((R ^ 2)⁻¹) ^ 2 * R ^ 6 = R ^ 2 := by field_simp
  linear_combination (1 - bjDamping s R) * e
```

**Q:** Then read me the main theorem. I want to know what is actually claimed.

**A:** Its only hypothesis is that the real number `b` is positive. There are five conclusions:

1. For every real $R>0$, $f(R)<h(R)$.
2. $f(R)/R^6\to1/b^3$ as $R\to0$ with $R\neq0$.
3. $h(R)/R^6\to1/b^3$ in the same sense.
4. $R^2(1-f(R))\to3b$ as $R\to+\infty$, which is what `atTop` says.
5. $R^2(1-h(R))\to0$ as $R\to+\infty$.

The functions are written out in full, so you need none of this file's definitions to read it. The proof identifies $f$ with `vvDamping b b b` and applies the lemmas above.

```lean
/-- For one positive squared length `b`, the VV10-like damping is strictly below the Becke-Johnson
damping at positive distance; both have the same limit `1/b³` after division by `R⁶` at contact, and
their deviations from one, times `R²`, tend to `3b` and to `0` at infinity. -/
theorem vv10_versus_beckeJohnson {b : ℝ} (hb : 0 < b) :
    (∀ R : ℝ, 0 < R → (R ^ 2 / (R ^ 2 + b)) ^ 3 < R ^ 6 / (R ^ 6 + b ^ 3)) ∧
    Tendsto (fun R : ℝ => (R ^ 2 / (R ^ 2 + b)) ^ 3 / R ^ 6) (𝓝[≠] 0) (𝓝 (1 / b ^ 3)) ∧
    Tendsto (fun R : ℝ => R ^ 6 / (R ^ 6 + b ^ 3) / R ^ 6) (𝓝[≠] 0) (𝓝 (1 / b ^ 3)) ∧
    Tendsto (fun R : ℝ => R ^ 2 * (1 - (R ^ 2 / (R ^ 2 + b)) ^ 3)) atTop (𝓝 (3 * b)) ∧
    Tendsto (fun R : ℝ => R ^ 2 * (1 - R ^ 6 / (R ^ 6 + b ^ 3))) atTop (𝓝 0) := by
  have hf : ∀ R : ℝ, (R ^ 2 / (R ^ 2 + b)) ^ 3 = vvDamping b b b R := fun R => by
    unfold vvDamping
    rw [pow_succ, pow_two]
  have hb3 : b * b * b = b ^ 3 := by ring
  have h3b : b + b + b = 3 * b := by ring
  have hcontact := tendsto_contact hb hb hb
  have htail := vvDamping_tail hb hb hb
  rw [hb3] at hcontact
  rw [h3b] at htail
  simp only [hf]
  refine ⟨fun R hR => ?_, hcontact.1, hcontact.2, htail, (bjDamping_tail (pow_pos hb 3)).2⟩
  have h := vvDamping_lt_bjDamping hb hb hb hR.ne'
  rw [hb3] at h
  exact h
```

**Q:** Equal parameters are a special case. Can you say anything about an arbitrary pair of points?

**A:** Yes, about the kernel itself. By the factorisation,
$$\Phi+\frac{C_6}{R^6}=\frac{C_6}{R^6}\bigl(1-\mathtt{vvDamping}\bigr),$$
and multiplying by $R^8$ gives $C_6$ times an expression whose limit we know. Therefore
$$R^8\left(\Phi+\frac{C_6}{R^6}\right)\to C_6\left(\frac{\kappa}{\omega}+\frac{\kappa'}{\omega'}+\frac{\kappa+\kappa'}{\omega+\omega'}\right).$$
The limit is positive, so the leading correction weakens the attraction. It comes from damping and should not be confused with the attractive $-C_8/R^8$ term of a multipole expansion between atoms. The Lean proof multiplies `vvDamping_tail` by the constant `pairC6 ω ω'` and rewrites the kernel with `vv10Kernel_eq_damped`.

```lean
/-- The leading large-distance correction of the VV10 kernel to the London term `-C₆/R⁶` is of order
`1/R⁸`, with the coefficient given here. -/
theorem vv10Kernel_tail {ω κ ω' κ' : ℝ} (hω : 0 < ω) (hκ : 0 < κ)
    (hω' : 0 < ω') (hκ' : 0 < κ') :
    Tendsto (fun R => R ^ 8 * (vv10Kernel ω κ ω' κ' R + pairC6 ω ω' / R ^ 6)) atTop
      (𝓝 (pairC6 ω ω' * (κ / ω + κ' / ω' + (κ + κ') / (ω + ω')))) := by
  have h := (vvDamping_tail (div_pos hκ hω) (div_pos hκ' hω')
    (div_pos (add_pos hκ hκ') (add_pos hω hω'))).const_mul (pairC6 ω ω')
  refine h.congr' ?_
  filter_upwards [eventually_gt_atTop (0 : ℝ)] with R hR
  rw [vv10Kernel_eq_damped hω hκ hω' hκ' hR.ne']
  have e : R ^ 8 * (R ^ 6)⁻¹ = R ^ 2 := by field_simp
  rw [div_eq_mul_inv (pairC6 ω ω') (R ^ 6), ← e]
  ring

end

end VV10Damping
```

```lean
#print axioms VV10Damping.vv10_versus_beckeJohnson
#print axioms VV10Damping.vv10Kernel_tail
```

```
'VV10Damping.vv10_versus_beckeJohnson' depends on axioms: [propext, Classical.choice, Quot.sound]
'VV10Damping.vv10Kernel_tail' depends on axioms: [propext, Classical.choice, Quot.sound]
```

**Q:** Does this cover rVV10 as well?

**A:** The same argument does. Put $q=\omega/\kappa$ and $q'=\omega'/\kappa'$. The rVV10 kernel is
$$-\frac{3}{2(qR^2+1)(q'R^2+1)(qR^2+q'R^2+2)},$$
with factors $\kappa^{-3/2}$ and $\kappa'^{-3/2}$ moved into the density weights. That is the VV10 kernel with frequencies $q,q'$ and both constants equal to one. The three squared lengths become $1/q$, $1/q'$ and $2/(q+q')$, and the tail correction follows by substitution.

**Q:** So may I conclude that VV10 binds molecules less strongly than a Becke–Johnson correction?

**A:** No. The comparison is between two damping shapes with matched short-range limits and, if you turn them into energies, the same $C_6$. In practice a Becke–Johnson correction acts between atoms, with its own coefficients and radii, whereas VV10 integrates its kernel over pairs of density points. In the file $\omega$ and $\kappa$ are fixed positive numbers. Their dependence on the density and its gradient, the double integral and the total energy are all absent.

**Q:** What is left for someone who runs density-functional calculations?

**A:** A statement about the kernel's range: for a pair of points with fixed parameters, VV10 approaches its London term with a relative error of order $1/R^2$, whereas Becke–Johnson damping leaves one of order $1/R^6$. Replacing the first damping by the second, even with the short-range limit matched, would change the interaction at order $1/R^8$.
